# For a symmetric operator bounded below by g > 0, the mean of its square is at least g times its mean

Let `A` be a symmetric linear operator on a real inner product space, with ⟨w, A w⟩ ≥ g‖w‖² for every vector w and some g > 0. The lemma states that g⟨e, A e⟩ ≤ ‖A e‖² for every vector e, which need not be normalised. For nonzero e, dividing by ‖e‖² turns this into a statement about expectation values: the mean of A² is at least g times the mean of A. The attempt expands the nonnegative square ‖A e − g e‖² and combines it with the lower bound at e, multiplied by g.

The failing Lean file:

```lean
import Mathlib

open scoped InnerProductSpace

namespace EnergyLeNormSq

noncomputable section

variable {E : Type*} [NormedAddCommGroup E] [InnerProductSpace ℝ E]
  {A : E →ₗ[ℝ] E} {b u : E} {g G : ℝ}

/-- For symmetric `A` bounded below by `g > 0`, the squared norm of `A e` is at least `g` times
the energy `⟨e, A e⟩`. -/
theorem energy_le_normSq (hA : A.IsSymmetric) (hg : 0 < g)
    (lo : ∀ w, g * ‖w‖ ^ 2 ≤ ⟪w, A w⟫_ℝ) (e : E) : g * ⟪e, A e⟫_ℝ ≤ ‖A e‖ ^ 2 := by
  -- expand the square of `A e - g e`
  have h0 : 0 ≤ ⟪A e - g • e, A e - g • e⟫_ℝ := real_inner_self_nonneg
  have h : ⟪A e, e⟫_ℝ = ⟪e, A e⟫_ℝ := hA e e
  simp only [inner_sub_left, inner_sub_right, real_inner_smul_left,
    real_inner_smul_right, h, real_inner_self_eq_norm_sq] at h0
  nlinarith [mul_le_mul_of_nonneg_left (lo e) hg.le]

end

end EnergyLeNormSq
```

The compiler's answer:

```
Main.lean:21:2: error: linarith failed to find a contradiction
E : Type u_1
inst✝¹ : NormedAddCommGroup E
inst✝ : InnerProductSpace ℝ E
A : E →ₗ[ℝ] E
g : ℝ
hA : A.IsSymmetric
hg : 0 < g
lo : ∀ (w : E), g * ‖w‖ ^ 2 ≤ ⟪w, A w⟫_ℝ
e : E
h : ⟪A e, e⟫_ℝ = ⟪e, A e⟫_ℝ
h0 : 0 ≤ ‖A e‖ ^ 2 - g * ⟪e, A e⟫_ℝ - (g * ⟪e, A e⟫_ℝ - ‖g • e‖ ^ 2)
a✝ : ‖A e‖ ^ 2 < g * ⟪e, A e⟫_ℝ
⊢ False
failed
```

What went wrong. The error comes from the closing `nlinarith` call, which found no contradiction between the hypotheses and the negated goal. The context shows why: `h0` contains `‖g • e‖ ^ 2`, while the supplied bound speaks of `‖e‖ ^ 2`. In the `simp only` call, the term `⟪g • e, g • e⟫_ℝ` fits both the scalar lemmas and `real_inner_self_eq_norm_sq`. The latter was applied, leaving the scalar inside the norm, where the scalar lemmas for inner products no longer apply. To the arithmetic, `‖g • e‖` and `‖e‖` are then unrelated quantities.

The repair proves `hn`, that `‖g • e‖ ^ 2 = g ^ 2 * ‖e‖ ^ 2`, using `norm_smul` to take the scalar out as a norm, `mul_pow` to distribute the square, and `Real.norm_eq_abs` with `sq_abs` to remove the absolute value. Rewriting `h0` with `hn` puts both inequalities in terms of `‖e‖ ^ 2`. Adding them cancels the g²‖e‖² terms and gives the claim, so the unchanged `nlinarith` line succeeds.

After these edits no error is left:

```diff
@@ -19,4 +19,7 @@
   simp only [inner_sub_left, inner_sub_right, real_inner_smul_left,
     real_inner_smul_right, h, real_inner_self_eq_norm_sq] at h0
+  have hn : ‖g • e‖ ^ 2 = g ^ 2 * ‖e‖ ^ 2 := by
+    rw [norm_smul, mul_pow, Real.norm_eq_abs, sq_abs]
+  rw [hn] at h0
   nlinarith [mul_le_mul_of_nonneg_left (lo e) hg.le]
 
```
